# On polynomials of degree at most M, the normal-ordered exponential of (z − 1)N cut off at order M is z^N

A single harmonic mode with level spacing $\hbar\omega$, in contact with a heat bath, has the Boltzmann operator $e^{-\beta\hbar\omega N}$, with energies measured from the ground state. Here $N=a^\dagger a$ counts the quanta, and $\beta=1/(k_BT)$ at temperature $T$. The operator multiplies a state with $n$ quanta by $z^n$, where $z=e^{-\beta\hbar\omega}$, and so it is $z^N$. Free time evolution has the same form with $z=e^{-i\omega t}$. In a normal-ordered operator all creators stand to the left of all annihilators, so its vacuum expectation value is simply its constant term. What does $z^N$ look like in that order?

## From falling factorials to the dilation p(zX)

Let $K$ be a field of characteristic zero, such as $\mathbb{Q}$ or $\mathbb{C}$. Represent states by polynomials in $K[X]$, with $a^\dagger$ as multiplication by $X$ and $a$ as $d/dX$. Then $X^n=(a^\dagger)^n|0\rangle$, which over $\mathbb{C}$ is $\sqrt{n!}$ times the normalised state $|n\rangle$. Eigenvalues do not depend on this factor.

The claim is that for $z\in K$ and $p$ of degree at most $M$,
$$\sum_{k=0}^{M}\frac{(z-1)^k}{k!}\,X^k p^{(k)}(X)=p(zX).$$

The left side is the normal-ordered exponential of $(z-1)N$, cut off at order $M$ and applied to $p$: in the power series of the exponential, each $N^k=(a^\dagger a)^k$ is replaced by $(a^\dagger)^ka^k$. This replacement changes the operator. Over $\mathbb{C}$ the ordinary exponential $e^{(z-1)N}$ would multiply $X^n$ by $e^{(z-1)n}$ and not by $z^n$.

Differentiating $X^n$ $k$ times and multiplying by $X^k$ gives
$$(a^\dagger)^k a^k X^n=n(n-1)\cdots(n-k+1)\,X^n=k!\binom nk X^n .$$
The factor is $1$ for $k=0$ and $0$ for $k>n$. With $w=z-1$ and $n\le M$, the factorials cancel and the binomial theorem gives
$$\sum_{k=0}^{M}\frac{w^k}{k!}(a^\dagger)^k a^k X^n=\sum_{k=0}^{n}\binom nk w^k X^n=(1+w)^nX^n=z^nX^n .$$
For $p=\sum_n c_nX^n$, linearity turns the left side into $\sum_n c_nz^nX^n$. This is $z^Np$, and it is also $p(zX)$.

At $z=0$ only the constant term survives, since $0^0=1$, and the operator is the vacuum projector $p\mapsto p(0)$. On $X^{M+1}$ the complete series would run to $k=M+1$. The cutoff omits that last term, which is $(z-1)^{M+1}X^{M+1}$, so for $z\neq1$ the formula fails one degree above the bound.

The dilation also shows how $z^N$ passes the ladder operators. Substituting $zX$ into $Xp(X)$ gives $zX\,p(zX)$, and the chain rule gives $\frac{d}{dX}p(zX)=z\,p'(zX)$. Hence $z^Na^\dagger=z\,a^\dagger z^N$ and $a\,z^N=z\,z^Na$.

## Ladder operators and two definitions of the operator

The scalars form an arbitrary field at first.

In Lean 4 with Mathlib:

```lean
import Mathlib

open Polynomial

namespace NormalOrderedNumberPower

noncomputable section

variable (K : Type*) [Field K]
```

`Module.End K K[X]` is the type of linear operators on the state space, and their product is composition.

```lean
/-- The creation operator on the polynomial Fock space: multiplication by `X`. -/
def create : Module.End K K[X] := LinearMap.mulLeft K X

/-- The annihilation operator on the polynomial Fock space: differentiation. -/
def annihilate : Module.End K K[X] := derivative
```

No inner product is introduced, so the two operators are not defined as adjoints of each other, and "projector" carries no claim of orthogonality. States are finite superpositions of number states; coherent states with nonzero amplitude are therefore not covered.

The next definition is the ordered series. The range `Finset.range (M + 1)` runs over $k=0,\dots,M$. The definition accepts any field, but the theorems about it assume characteristic zero, so that every $k!$ can be divided by.

```lean
/-- The normal-ordered exponential of `w` times the number operator, cut off at order `M`: the sum
of `w ^ k / k!` times `k` creators to the left of `k` annihilators. Any field is accepted; the
coefficients are the intended ones when no `k!` vanishes in `K`, as in characteristic zero. -/
def normalExp (M : ℕ) (w : K) : Module.End K K[X] :=
  ∑ k ∈ Finset.range (M + 1),
    (w ^ k / (k.factorial : K)) • (create K ^ k * annihilate K ^ k)
```

The operator $z^N$ is defined separately, by its action on each coefficient. Its equality with the ordered series is therefore a theorem and not a matter of definition.

```lean
variable {K}

/-- The operator `z ^ N`: the component of `p` with `n` quanta is multiplied by `z ^ n`. -/
def numberPower (z : K) (p : K[X]) : K[X] :=
  ∑ n ∈ p.support, (z ^ n * p.coeff n) • (X : K[X]) ^ n
```

## The action on number states

Induction on $k$ shows that $k$ creators multiply by $X^k$.

```lean
/-- Creating `k` quanta is multiplication by `X ^ k`. -/
theorem create_pow_apply (k : ℕ) (q : K[X]) : (create K ^ k) q = X ^ k * q := by
  induction k with
  | zero => simp
  | succ k ih =>
    rw [pow_succ', Module.End.mul_apply, ih]
    change X * (X ^ k * q) = X ^ (k + 1) * q
    ring
```

The eigenvalue of $(a^\dagger)^ka^k$ is `n.descFactorial k`, the falling factorial. Mathlib supplies the $k$-th derivative of $X^n$. If $k\le n$, the proof writes $n=k+m$ and recombines the powers of $X$; if $k>n$, the falling factorial is zero.

```lean
/-- The normal-ordered product of `k` creators and `k` annihilators multiplies the state
`X ^ n` by the falling factorial `n (n - 1) ⋯ (n - k + 1)`. -/
theorem normalOrdered_X_pow (k n : ℕ) :
    (create K ^ k * annihilate K ^ k) (X ^ n) = (n.descFactorial k : K) • (X : K[X]) ^ n := by
  rw [Module.End.mul_apply, create_pow_apply, Module.End.pow_apply]
  change X ^ k * derivative^[k] ((X : K[X]) ^ n) = _
  rw [iterate_derivative_X_pow_eq_natCast_mul, smul_eq_C_mul, map_natCast]
  rcases le_or_gt k n with h | h
  · obtain ⟨m, rfl⟩ := Nat.exists_eq_add_of_le h
    rw [Nat.add_sub_cancel_left, pow_add]
    ring
  · -- more annihilators than quanta: the state is destroyed
    rw [Nat.descFactorial_eq_zero_iff_lt.2 h]
    simp
```

The case $k=1$ identifies $a^\dagger a$ as the number operator.

```lean
/-- The number operator, creation after annihilation, has the eigenvalue `n` on `X ^ n`. -/
theorem number_X_pow (n : ℕ) :
    (create K * annihilate K) (X ^ n) = (n : K) • (X : K[X]) ^ n := by
  have h := normalOrdered_X_pow (K := K) 1 n
  rw [pow_one, pow_one, Nat.descFactorial_one] at h
  exact h
```

## Dilation and the ladder relations

Expanding the composition `p.comp (C z * X)`, which is $p(zX)$, gives the defining sum of `numberPower` term by term.

```lean
/-- The operator `z ^ N` is the dilation `p(X) ↦ p(zX)`. -/
theorem numberPower_eq_comp (z : K) (p : K[X]) :
    numberPower z p = p.comp (C z * X) := by
  rw [numberPower, Polynomial.comp, eval₂_eq_sum, Polynomial.sum]
  refine Finset.sum_congr rfl fun n _ => ?_
  rw [smul_eq_C_mul, C_mul, C_pow, mul_pow]
  ring
```

Both ladder relations then follow as they did above, from substitution into a product and from the chain rule.

```lean
/-- Moving the operator `z ^ N` to the right past a creator, or to the left past an annihilator,
gives one factor `z`. -/
theorem numberPower_ladder (z : K) (p : K[X]) :
    numberPower z (create K p) = z • create K (numberPower z p) ∧
    annihilate K (numberPower z p) = z • numberPower z (annihilate K p) := by
  simp only [numberPower_eq_comp, smul_eq_C_mul]
  constructor
  · change (X * p).comp (C z * X) = C z * (X * p.comp (C z * X))
    rw [mul_comp, X_comp]
    ring
  · change derivative (p.comp (C z * X)) = C z * (derivative p).comp (C z * X)
    rw [derivative_comp, derivative_C_mul, derivative_X, mul_one]
```

## Summing the ordered series

From here on `CharZero K` is assumed. The first theorem is the binomial sum on one number state. Its proof takes $X^n$ out as a common factor, and `hterm` replaces each falling factorial over $k!$ by a binomial coefficient. The binomial theorem `add_pow` produces a sum up to $n$, and `Finset.sum_subset` extends it to $M$, because the added terms vanish.

```lean
variable [CharZero K]

/-- On a state with `n ≤ M` quanta, the normal-ordered exponential cut off at order `M`
acts as multiplication by `(1 + w) ^ n`. -/
theorem normalExp_X_pow {M n : ℕ} (h : n ≤ M) (w : K) :
    normalExp K M w (X ^ n) = (1 + w) ^ n • (X : K[X]) ^ n := by
  simp only [normalExp, LinearMap.sum_apply, LinearMap.smul_apply, normalOrdered_X_pow,
    smul_smul]
  rw [← Finset.sum_smul]
  congr 1
  -- falling factorials over factorials are binomial coefficients
  have hterm : ∀ k ∈ Finset.range (M + 1),
      w ^ k / (k.factorial : K) * (n.descFactorial k : K) = w ^ k * (n.choose k : K) := by
    intro k _
    have hk : (k.factorial : K) ≠ 0 := Nat.cast_ne_zero.2 k.factorial_ne_zero
    rw [Nat.descFactorial_eq_factorial_mul_choose, Nat.cast_mul, ← mul_assoc,
      div_mul_cancel₀ _ hk]
  rw [Finset.sum_congr rfl hterm, add_comm 1 w, add_pow]
  simp only [one_pow, mul_one]
  -- the terms with `k > n` vanish
  symm
  apply Finset.sum_subset
  · intro k hk
    rw [Finset.mem_range] at hk ⊢
    omega
  · intro k _ hk
    rw [Finset.mem_range] at hk
    rw [Nat.choose_eq_zero_of_lt (by omega), Nat.cast_zero, mul_zero]
```

The hypothesis `p.natDegree ≤ M` says that $p$ contains at most $M$ quanta. The proof splits $p$ into its monomials, each of degree at most $M$, and applies the previous result to each one.

```lean
/-- On states with at most `M` quanta, `z ^ N` is the normal-ordered exponential of
`(z - 1) N`, cut off at order `M`. -/
theorem normalExp_eq_numberPower {M : ℕ} (z : K) (p : K[X]) (hp : p.natDegree ≤ M) :
    normalExp K M (z - 1) p = numberPower z p := by
  have hsum : p = ∑ n ∈ p.support, p.coeff n • (X : K[X]) ^ n := by
    simpa only [smul_eq_C_mul] using p.as_sum_support_C_mul_X_pow
  conv_lhs => rw [hsum]
  rw [map_sum, numberPower]
  refine Finset.sum_congr rfl fun n hn => ?_
  rw [map_smul, normalExp_X_pow ((le_natDegree_of_mem_supp n hn).trans hp), smul_smul,
    add_sub_cancel, mul_comm]
```

Written with derivatives, this is the formula claimed at the start; `derivative^[k] p` is $p^{(k)}$. The proof combines the two preceding descriptions of $z^N$ and unfolds the operator products.

```lean
/-- For a polynomial of degree at most `M`, the sum over `k ≤ M` of
`(z - 1) ^ k / k!` times `X ^ k` times the `k`-th derivative of `p` is `p(zX)`. -/
theorem sum_derivatives_eq_dilation {M : ℕ} (z : K) (p : K[X]) (hp : p.natDegree ≤ M) :
    ∑ k ∈ Finset.range (M + 1),
      ((z - 1) ^ k / (k.factorial : K)) • (X ^ k * derivative^[k] p) = p.comp (C z * X) := by
  rw [← numberPower_eq_comp, ← normalExp_eq_numberPower z p hp, normalExp,
    LinearMap.sum_apply]
  refine Finset.sum_congr rfl fun k _ => ?_
  rw [LinearMap.smul_apply, Module.End.mul_apply, create_pow_apply, Module.End.pow_apply]
  rfl
```

## The vacuum projector and the first missing term

Setting $z=0$ makes the parameter of the exponential $-1$ and replaces $X$ by $0$ in $p$. The result `C (p.eval 0)` is the number $p(0)$ regarded as a constant polynomial, that is, as a multiple of the vacuum.

```lean
/-- On states with at most `M` quanta, the normal-ordered exponential of `-N`, cut off at
order `M`, is the vacuum projector `p ↦ p(0)`. -/
theorem normalExp_vacuum {M : ℕ} (p : K[X]) (hp : p.natDegree ≤ M) :
    normalExp K M (-1) p = C (p.eval 0) := by
  have h := normalExp_eq_numberPower 0 p hp
  rw [zero_sub, numberPower_eq_comp, C_0, zero_mul, comp_zero] at h
  exact h
```

For the state with $M+1$ quanta, the proof starts from the series of order $M+1$, which is complete there, and splits off its top term. What remains is the series cut off at $M$, with eigenvalue $z^{M+1}-(z-1)^{M+1}$. For $M=0$ the cut-off series is the identity, and the eigenvalue is indeed $z-(z-1)=1$.

```lean
/-- On the state with `M + 1` quanta, the exponential cut off at order `M` differs from
`z ^ N` by exactly the missing term `(z - 1) ^ (M + 1)`. -/
theorem normalExp_truncation (M : ℕ) (z : K) :
    normalExp K M (z - 1) (X ^ (M + 1)) =
      (z ^ (M + 1) - (z - 1) ^ (M + 1)) • (X : K[X]) ^ (M + 1) := by
  have h := normalExp_X_pow (le_refl (M + 1)) (z - 1)
  have hf : ((M + 1).factorial : K) ≠ 0 := Nat.cast_ne_zero.2 (M + 1).factorial_ne_zero
  -- split off the term of order `M + 1` from the complete series
  rw [normalExp, Finset.sum_range_succ, LinearMap.add_apply, LinearMap.smul_apply,
    normalOrdered_X_pow, Nat.descFactorial_self, smul_smul, div_mul_cancel₀ _ hf,
    add_sub_cancel] at h
  rw [sub_smul]
  exact eq_sub_of_add_eq h

end

end NormalOrderedNumberPower
```

On states of a single non-interacting mode with at most $M$ quanta, a simulation that stores normal-ordered operators can thus represent the Boltzmann operator by $M+1$ terms, without error in exact arithmetic. In floating-point arithmetic some care is needed: for $0<z<1$ the terms acting on $X^n$ alternate in sign, and their absolute values add up to $(2-z)^n$ while the result is only $z^n$, so that digits can be lost by cancellation.

```lean
#print axioms NormalOrderedNumberPower.numberPower_ladder
#print axioms NormalOrderedNumberPower.sum_derivatives_eq_dilation
#print axioms NormalOrderedNumberPower.normalExp_vacuum
#print axioms NormalOrderedNumberPower.normalExp_truncation
```

```
'NormalOrderedNumberPower.numberPower_ladder' depends on axioms: [propext, Classical.choice, Quot.sound]
'NormalOrderedNumberPower.sum_derivatives_eq_dilation' depends on axioms: [propext, Classical.choice, Quot.sound]
'NormalOrderedNumberPower.normalExp_vacuum' depends on axioms: [propext, Classical.choice, Quot.sound]
'NormalOrderedNumberPower.normalExp_truncation' depends on axioms: [propext, Classical.choice, Quot.sound]
```
